# The Numerov defect of a real polynomial of degree at most 7 is exactly −h⁶y⁽⁶⁾(x)/240

Let me replace the wavefunction by a real polynomial y, a test function that need not be a normalisable state, so that its derivatives are formal operations on coefficients and its Taylor series is a finite sum. For a grid point x and a step h, I put y into the Numerov rule and call what is left over the defect:

D(x, h) = y(x+h) − 2y(x) + y(x−h) − (h²/12)·[y″(x+h) + 10y″(x) + y″(x−h)]

The error of this rule is usually quoted as −h⁶y⁽⁶⁾(x)/240 plus higher orders, where y⁽⁶⁾ is the sixth derivative. I believe that for degree at most 7 there are no higher orders, and that the formula is an identity for all real x and h. Can this be proved rigorously and checked by machine, and is 7 really the limit?

## Yes: degree 7 is the exact limit of the one-term formula

The one-term formula holds for all x and h if and only if the degree of y is at most 7. Both directions come from a finite expansion of the defect in even powers of h.

### Expanding about the central grid point

Write the polynomial around x as

y(x+t) = Σₙ cₙtⁿ, with cₙ = y⁽ⁿ⁾(x)/n!

The sum is finite, and there is no remainder. Differentiating twice in t gives

y″(x+t) = Σₙ n(n−1)cₙtⁿ⁻², with n ≥ 2

The defect is linear in y, so each power can be treated separately.

For n = 0 the second difference is c₀ − 2c₀ + c₀ = 0, and there is no second derivative. For n = 1 it is c₁h − c₁h = 0, again with no second derivative. For n = 2 the second difference is 2c₂h², while y″ contributes the constant 2c₂ at all three points:

(h²/12)·(1 + 10 + 1)·2c₂ = 2c₂h²

The two cancel.

For n ≥ 3 the central values of tⁿ and tⁿ⁻² vanish, so only the outer points count. Since h²·(−h)ⁿ⁻² = (−h)ⁿ, the contribution to the defect is

cₙ·[1 − n(n−1)/12]·[hⁿ + (−h)ⁿ] = −cₙ·(n−4)(n+3)/12·[hⁿ + (−h)ⁿ]

Odd powers cancel between the two outer points. The fourth power drops out because of the factor n − 4, which is what the weights 1, 10, 1 achieve. The first surviving power is the sixth.

Set n = 2m + 6 with m = 0, 1, 2, … Then hⁿ + (−h)ⁿ = 2hⁿ, and the numerical factor becomes

2·(2m+2)(2m+9)/12 = (m+1)(2m+9)/3

The defect of a polynomial of any degree is therefore

D(x, h) = −Σₘ (m+1)(2m+9)/3 · y⁽²ᵐ⁺⁶⁾(x)/(2m+6)! · h²ᵐ⁺⁶

If the degree is at most 7, every derivative from the eighth on is zero and only m = 0 remains. Its coefficient is 3/6! = 3/720 = 1/240, so

D(x, h) = −h⁶y⁽⁶⁾(x)/240

For the converse, suppose that this formula holds for all x and h. Fix x and subtract it from the expansion. What remains is a polynomial in h that vanishes for every real h, so all its coefficients are zero. The coefficient of h⁸ is −(22/3)·y⁽⁸⁾(x)/8!, and hence y⁽⁸⁾(x) = 0. This is true at every x, so y⁽⁸⁾ is the zero polynomial and y has degree at most 7.

### Two monomials, on either side of the limit

Take y = x⁷ at x = 1 with h = 1. The second difference is 128 − 2 + 0 = 126. With y″ = 42x⁵, the weighted term is (1344 + 420 + 0)/12 = 147. The defect is 126 − 147 = −21. The formula uses y⁽⁶⁾(1) = 5040 and gives −5040/240 = −21.

Now take y = x⁸ at x = 0, which breaks the degree condition. The second difference is 2h⁸. With y″ = 56x⁶, the weighted term is (h²/12)·112h⁶ = (28/3)h⁸. The defect is −(22/3)h⁸, but y⁽⁶⁾(0) = 0, so the one-term formula predicts zero. It fails for every h ≠ 0.

### The Lean file

```lean
import Mathlib

open Polynomial

namespace NumerovPolynomialDefect

noncomputable section

/-- The Numerov defect of a polynomial `y` at the grid point `x` with step `h`: the second
difference of `y` minus the weighted three-point average of `h ^ 2 * y''`. -/
def numerovDefect (y : ℝ[X]) (x h : ℝ) : ℝ :=
  y.eval (x + h) - 2 * y.eval x + y.eval (x - h)
    - h ^ 2 / 12 * ((derivative (derivative y)).eval (x + h)
      + 10 * (derivative (derivative y)).eval x
      + (derivative (derivative y)).eval (x - h))

/-- The number `(m+1)(2m+9)/3` times the Taylor coefficient of `y` of order `2m+6` at `x`. -/
def defectCoeff (y : ℝ[X]) (x : ℝ) (m : ℕ) : ℝ :=
  ((m : ℝ) + 1) * (2 * m + 9) / 3 *
    ((derivative^[2 * m + 6] y).eval x / (Nat.factorial (2 * m + 6) : ℝ))

/-- The Numerov defect of a sum is the sum of the defects. -/
theorem numerovDefect_add (p q : ℝ[X]) (x h : ℝ) :
    numerovDefect (p + q) x h = numerovDefect p x h + numerovDefect q x h := by
  simp only [numerovDefect, derivative_add, eval_add]
  ring

/-- The defect at `x` equals the defect at the origin of the polynomial re-expanded about `x`. -/
theorem numerovDefect_translate (y : ℝ[X]) (x h : ℝ) :
    numerovDefect y x h = numerovDefect (taylor x y) 0 h := by
  have t : ∀ p : ℝ[X], derivative (p.comp (X + C x)) = (derivative p).comp (X + C x) := by
    intro p
    simp [derivative_comp]
  simp only [numerovDefect, taylor_apply, t, eval_comp, eval_add, eval_X, eval_C,
    zero_add, zero_sub, add_comm h x, neg_add_eq_sub]

/-- At the origin, the defect of the monomial `a * X ^ n` with `n = k + 3` is
`-a (n-4)(n+3)/12` times `h ^ n + (-h) ^ n`. -/
theorem numerovDefect_monomial (k : ℕ) (a h : ℝ) :
    numerovDefect (monomial (k + 3) a) 0 h
      = -(a * ((k : ℝ) - 1) * (k + 6) / 12) * (h ^ (k + 3) + (-h) ^ (k + 3)) := by
  have d : derivative (derivative (monomial (k + 3) a))
      = monomial (k + 1) (a * ((k + 3 : ℕ) : ℝ) * ((k + 2 : ℕ) : ℝ)) :=
    (congrArg derivative (derivative_monomial _ _)).trans (derivative_monomial _ _)
  have z3 : (0 : ℝ) ^ (k + 3) = 0 := zero_pow (by omega)
  have z1 : (0 : ℝ) ^ (k + 1) = 0 := zero_pow (by omega)
  have e : (-h) ^ (k + 3) = h ^ 2 * (-h) ^ (k + 1) := by
    rw [show k + 3 = (k + 1) + 2 from rfl, pow_add, neg_sq, mul_comm]
  rw [numerovDefect, d]
  simp only [eval_monomial, zero_add, zero_sub, z1, z3, e]
  generalize (-h) ^ (k + 1) = g
  push_cast
  ring

/-- At the origin, only the even powers from the sixth on contribute to the defect of a polynomial
with coefficients `a i` for `i < 2M+6`. -/
theorem numerovDefect_origin (a : ℕ → ℝ) (M : ℕ) (h : ℝ) :
    numerovDefect (∑ i ∈ Finset.range (2 * M + 6), monomial i (a i)) 0 h
      = -∑ m ∈ Finset.range M,
          ((m : ℝ) + 1) * (2 * m + 9) / 3 * a (2 * m + 6) * h ^ (2 * m + 6) := by
  induction M with
  | zero =>
    -- constant through quintic terms cancel
    simp only [numerovDefect, Nat.mul_zero, Nat.zero_add, Finset.sum_range_succ,
      Finset.sum_range_zero, derivative_add, derivative_zero, derivative_monomial,
      eval_add, eval_zero, eval_monomial]
    push_cast
    ring
  | succ M ih =>
    have he : (-h) ^ (2 * M + 3 + 3) = h ^ (2 * M + 3 + 3) :=
      Even.neg_pow ⟨M + 3, by ring⟩ h
    have ho : (-h) ^ (2 * M + 4 + 3) = -h ^ (2 * M + 4 + 3) :=
      Odd.neg_pow ⟨M + 3, by ring⟩ h
    -- the next even power contributes, the next odd power does not
    have m1 : numerovDefect (monomial (2 * M + 6) (a (2 * M + 6))) 0 h
        = -(((M : ℝ) + 1) * (2 * M + 9) / 3 * a (2 * M + 6) * h ^ (2 * M + 6)) := by
      refine (numerovDefect_monomial (2 * M + 3) (a (2 * M + 6)) h).trans ?_
      rw [he]
      push_cast
      ring
    have m2 : numerovDefect (monomial (2 * M + 6 + 1) (a (2 * M + 6 + 1))) 0 h = 0 := by
      refine (numerovDefect_monomial (2 * M + 4) (a (2 * M + 6 + 1)) h).trans ?_
      rw [ho, add_neg_cancel, mul_zero]
    rw [show 2 * (M + 1) + 6 = 2 * M + 6 + 1 + 1 by ring,
      Finset.sum_range_succ _ (2 * M + 6 + 1), Finset.sum_range_succ _ (2 * M + 6),
      Finset.sum_range_succ _ M, numerovDefect_add, numerovDefect_add, ih, m1, m2]
    ring

/-- The Taylor coefficient of order `n` at `x` is the `n`-th derivative at `x` over `n!`. -/
theorem taylor_coeff_eq (y : ℝ[X]) (x : ℝ) (n : ℕ) :
    (taylor x y).coeff n = (derivative^[n] y).eval x / (Nat.factorial n : ℝ) := by
  have hne : (Nat.factorial n : ℝ) ≠ 0 := Nat.cast_ne_zero.2 (Nat.factorial_ne_zero n)
  have e := congrFun (factorial_smul_hasseDeriv (R := ℝ) n) y
  rw [taylor_coeff, ← e, LinearMap.smul_apply, nsmul_eq_mul, eval_mul, eval_natCast]
  field_simp

/-- Exact expansion of the Numerov defect in even powers of the step, for a polynomial of
degree below `2M+6`. -/
theorem numerovDefect_expansion (y : ℝ[X]) (M : ℕ) (hy : y.natDegree < 2 * M + 6) (x h : ℝ) :
    numerovDefect y x h
      = -∑ m ∈ Finset.range M, defectCoeff y x m * h ^ (2 * m + 6) := by
  have hd : (taylor x y).natDegree < 2 * M + 6 := by rwa [natDegree_taylor]
  have e := (taylor x y).as_sum_range' (2 * M + 6) hd
  rw [numerovDefect_translate, e]
  refine (numerovDefect_origin (taylor x y).coeff M h).trans ?_
  simp only [taylor_coeff_eq, defectCoeff]

/-- For a polynomial of degree at most seven, the Numerov defect is exactly
`-h ^ 6 / 240` times the sixth derivative at the central grid point. -/
theorem numerovDefect_eq (y : ℝ[X]) (hy : y.natDegree ≤ 7) (x h : ℝ) :
    numerovDefect y x h = -h ^ 6 * (derivative^[6] y).eval x / 240 := by
  have f : Nat.factorial 6 = 720 := rfl
  rw [numerovDefect_expansion y 1 (by omega) x h]
  simp only [Finset.sum_range_one, defectCoeff, Nat.mul_zero, Nat.zero_add, f]
  push_cast
  ring

/-- The one-term formula for the Numerov defect holds at all grid points and all steps
if and only if the polynomial has degree at most seven. -/
theorem numerovDefect_eq_iff (y : ℝ[X]) :
    (∀ x h : ℝ, numerovDefect y x h = -h ^ 6 * (derivative^[6] y).eval x / 240)
      ↔ y.natDegree ≤ 7 := by
  refine ⟨fun H => ?_, fun hy => numerovDefect_eq y hy⟩
  have key : ∀ x : ℝ, (derivative^[8] y).eval x = 0 := by
    intro x
    -- both sides agree as polynomials in the step
    have hP : ∑ m ∈ Finset.range (y.natDegree + 2), monomial (2 * m + 6) (defectCoeff y x m)
        = monomial 6 ((derivative^[6] y).eval x / 240) := by
      apply Polynomial.funext
      intro h
      have e := (numerovDefect_expansion y (y.natDegree + 2) (by omega) x h).symm.trans (H x h)
      simp only [Polynomial.eval_finsetSum, eval_monomial]
      linear_combination -e
    -- compare the coefficients of the eighth power of the step
    have c := congrArg (fun p : ℝ[X] => p.coeff 8) hP
    simp only [Polynomial.finsetSum_coeff, coeff_monomial] at c
    rw [Finset.sum_eq_single 1 (fun m _ hm => if_neg (by omega))
      (fun h => absurd (Finset.mem_range.2 (by omega)) h)] at c
    have c1 : defectCoeff y x 1 = 0 := by simpa using c
    rw [defectCoeff] at c1
    rcases mul_eq_zero.1 c1 with h | h
    · norm_num at h
    · rcases div_eq_zero_iff.1 h with h | h
      · exact h
      · exact absurd h (Nat.cast_ne_zero.2 (Nat.factorial_ne_zero _))
  have h8 : derivative^[8] y = 0 := Polynomial.funext fun x => by rw [key x, eval_zero]
  -- a vanishing eighth derivative removes every coefficient from the eighth on
  rw [natDegree_le_iff_coeff_eq_zero]
  intro N hN
  obtain ⟨m, rfl⟩ : ∃ m, N = m + 8 := ⟨N - 8, by omega⟩
  have c := coeff_iterate_derivative (k := 8) (p := y) m
  rw [h8, coeff_zero, nsmul_eq_mul] at c
  rcases mul_eq_zero.1 c.symm with h | h
  · have h0 := Nat.descFactorial_eq_zero_iff_lt.1 (Nat.cast_eq_zero.1 h)
    omega
  · exact h

end

end NumerovPolynomialDefect
```

```lean
#print axioms NumerovPolynomialDefect.numerovDefect_eq
#print axioms NumerovPolynomialDefect.numerovDefect_eq_iff
```

```
'NumerovPolynomialDefect.numerovDefect_eq' depends on axioms: [propext, Classical.choice, Quot.sound]
'NumerovPolynomialDefect.numerovDefect_eq_iff' depends on axioms: [propext, Classical.choice, Quot.sound]
```

### What the definitions and theorems say

The type `ℝ[X]` is the type of real polynomials, and `y.eval x` is the value y(x). The operation `derivative` acts on coefficients, and `derivative^[6] y` applies it six times. For polynomials this agrees with the derivative of calculus.

`numerovDefect y x h` is the three-point expression D(x, h) in full, with the second difference first and the weighted second derivatives subtracted. This fixes the sign of the result. In Lean, `-h ^ 6` means −(h⁶), so the right-hand side in the theorems is the same as in the formula above.

The main statement is `numerovDefect_eq`: if `y.natDegree ≤ 7`, the formula holds for every real `x` and `h`. The step may be zero or negative. Constants are included, and so is the zero polynomial, whose `natDegree` is 0 by convention. Up to degree 5 both sides are zero.

`numerovDefect_eq_iff` adds the converse. Its left side quantifies over all grid points and all steps, and agreement at a single grid point would be too weak. The polynomial x⁹ satisfies the formula at x = 0 for every h, because it is odd and both sides vanish there, yet its degree is 9.

`numerovDefect_expansion` is the general expansion. The number `M` counts the terms kept, and the hypothesis `y.natDegree < 2 * M + 6` ensures that none are missing. The coefficient of each term, without the overall minus sign, is `defectCoeff y x m`.

In electronic structure, the Numerov rule is applied to radial equations of the form y″ = f(x)y, and the defect is the residual that a solution leaves in one step; the theorems give this residual exactly for polynomial y only, whereas a bound radial orbital on the half-line is never a polynomial, because no nonzero polynomial is normalisable there. For a general smooth y the same sixth-derivative term is the leading one as h tends to zero, provided that y⁽⁶⁾(x) ≠ 0, but with a remainder that this file does not treat. The function f does not appear in the file, and neither do the error accumulated over many steps, the error in an eigenvalue, or rounding. The identity is still useful as a check on a program: a routine that is given the values of y and y″ should return −21 for the x⁷ example, up to rounding. A routine that forms y″ as f(x)y needs f(x) = 42/x² for this y, which is singular at the outer point x − h = 0 of that example. With x = 2 and h = 1 the singular point is avoided, and the defect should be −42.

### From monomials to the equivalence in Lean

`numerovDefect_add` is the additivity that allows each power to be treated separately. `numerovDefect_translate` moves the grid point to the origin. There `taylor x y` is the polynomial t ↦ y(x+t), and the auxiliary statement `t` says that shifting the argument commutes with differentiation.

`numerovDefect_monomial` is the calculation for n ≥ 3. It writes n = k + 3, so that no exponent involves a subtraction of natural numbers. The factors n − 4 and n + 3 then appear as `(k : ℝ) - 1` and `k + 6`. The step `e` is the identity h²·(−h)ⁿ⁻² = (−h)ⁿ. Once the remaining power of −h has been replaced by a single letter `g`, `ring` completes the algebra.

`numerovDefect_origin` sums the monomials by induction on `M`. The base case holds the powers 0 to 5, and direct evaluation shows that they contribute nothing. Each induction step adds two monomials, of degrees 2M + 6 and 2M + 7. The even one supplies the next term of the expansion (`m1`), and the odd one cancels (`m2`).

`taylor_coeff_eq` identifies the coefficients as cₙ = y⁽ⁿ⁾(x)/n!. Mathlib expresses Taylor coefficients through the Hasse derivative, which is the n-th derivative with the factor n! already divided out, and the lemma converts between the two. `numerovDefect_expansion` then combines the shift, the sum over monomials and these coefficients. It also uses the fact that shifting the argument leaves the degree unchanged.

For `numerovDefect_eq`, the expansion is taken with `M = 1`. Only m = 0 is left, and the value 6! = 720 turns its coefficient into 1/240.

The converse in `numerovDefect_eq_iff` follows the comparison of powers of h. The expansion is taken with `M` equal to `y.natDegree + 2`, which is large enough for the degree condition and always includes the term m = 1. In `hP`, both sides are written as polynomials whose variable is the step. `Polynomial.funext` says that two real polynomials with equal values everywhere are equal, so their coefficients of order 8 can be compared. On the left only m = 1 contributes, and on the right there is only a sixth power, so `defectCoeff y x 1` is zero. Its numerical factor is not zero, which leaves y⁽⁸⁾(x) = 0.

A second use of `Polynomial.funext`, now in the variable x, shows that the eighth derivative is the zero polynomial (`h8`). The coefficient of order m in y⁽⁸⁾ is (m+8)(m+7)···(m+1) times the coefficient of order m + 8 in y. The product is never zero, so every coefficient of y from the eighth on vanishes, and this is the statement that the degree is at most 7.
